# With a positive semidefinite stiffness matrix, added mass raises no ordered harmonic frequency

Let $K$ be the force-constant matrix of a molecule at a minimum, $M$ its mass matrix, and $\omega_0\le\omega_1\le\dots$ the harmonic frequencies from $Kx=\omega^2Mx$. I replace some hydrogens by deuterium and keep $K$. The new modes are in general mixtures of the old ones, and a new mode may have no single old counterpart. Could this mixing push some $\omega_k$, the frequency at a given place in the order, above its old value? And is there a limit to how far it can fall?

## Each ordered frequency stays or falls, by at most a factor $\sqrt c$

Let $N$ be the new mass matrix, and let $A\le B$ mean that $B-A$ is positive semidefinite. Adding mass means $M\le N$; a bound on the addition is $N\le cM$. For diagonal mass matrices, $c$ can be the largest ratio of new to old mass. Write $a_k$ and $b_k$ for the squared angular frequencies with $M$ and $N$, in increasing order and counted from $k=0$. Then

$$\frac{a_k}{c}\le b_k\le a_k\qquad\text{for every }k.$$

Collect the modes as columns of $V$ (a modal matrix here, not a potential) and $W$, normalized so that

$$V^TMV=1,\quad KV=MV\,\mathrm{diag}(a),\qquad W^TNW=1,\quad KW=NW\,\mathrm{diag}(b).$$

**Modal coordinates.** Put $x=Vp$. Since $V^TKV=V^TMV\,\mathrm{diag}(a)=\mathrm{diag}(a)$,

$$x^TMx=\sum_i p_i^2,\qquad x^TKx=\sum_i a_ip_i^2 .$$

Taking $p$ as the $k$-th unit vector gives $x^TKx=a_k$, so $a_k\ge0$ when $K$ is positive semidefinite. The same holds for $W$, $N$ and $b$.

**A displacement shared by both sets of modes.** From $W^TNW=1$ for square matrices follows $WW^TN=1$. Hence $Vp=Wq$ with $q=Gp$ and $G=W^TNV$. Require $p_i=0$ for $i>k$ and $q_i=0$ for $i<k$. These are $(n-1-k)+k=n-1$ linear conditions on $n$ unknowns, so a nonzero $p$ satisfies them. Then $x=Vp$ has $x^TMx=\sum_i p_i^2>0$, so $x\neq0$, hence $q\ne0$ and $x^TNx=\sum_i q_i^2>0$. By the ordering,

$$b_k\,x^TNx\le\sum_{i\ge k}b_iq_i^2=x^TKx=\sum_{i\le k}a_ip_i^2\le a_k\,x^TMx .$$

**The two bounds.** Because $a_k\ge0$ and $M\le N$, the right side is at most $a_k\,x^TNx$. Dividing by $x^TNx$ gives $b_k\le a_k$. Exchanging the two problems gives a displacement $y$ with

$$a_k\,y^TMy\le y^TKy\le b_k\,y^TNy\le c\,b_k\,y^TMy,$$

so $a_k\le c\,b_k$. Square roots turn both bounds into bounds on frequencies.

If $N=cM$, the two chains without the mass inequalities give $c\,b_k\le a_k$ and $a_k\le c\,b_k$, so $b_k=a_k/c$: the lower bound is attained.

The sign of $K$ matters. At a potential maximum in one dimension, with $K=-1$, $M=1$, $N=2$, the eigenvalue rises from $-1$ to $-\tfrac12$.

### Two masses between walls

Take two unit masses and three unit springs in a row between walls, and double the second mass:

$$K=\begin{pmatrix}2&-1\\-1&2\end{pmatrix},\quad M=1,\quad N=\begin{pmatrix}1&0\\0&2\end{pmatrix},\quad c=2 .$$

Here $a=(1,3)$. The new eigenvalues solve $(2-b)(2-2b)-1=2b^2-6b+3=0$, so $b=(3\mp\sqrt3)/2\approx(0.634,\,2.366)$. Indeed $0.5\le0.634\le1$ and $1.5\le2.366\le3$.

### Modes and mass inequalities in Lean

`IsModes K M a V` says that `a` is increasing and that `V` satisfies the two matrix equations above. The normalization already forces `M` to be symmetric positive definite. In `added_mass_bounds`, the hypotheses `(N - M).PosSemidef` and `(c • M - N).PosSemidef` are $M\le N\le cM$, and `K.PosSemidef` says that no displacement has a negative harmonic energy; zero modes such as translations are allowed. The condition $c\ge1$ isn't assumed: for $n\ge1$ it follows from the mass inequalities, because $M$ is positive definite.

Modes are given as hypotheses, but `exists_modes` supplies them for every symmetric `K` and positive definite `M`, and `eigenvalues_unique` shows that the ordered eigenvalues don't depend on the choice of modes. In the theorem named `energy`, $x^TKx$ is twice the harmonic potential energy of the displacement $x$. The form $x^TMx$ is not a kinetic energy, which is $\tfrac12\dot x^TM\dot x$ with the velocity $\dot x$.

The same `K` appears in both problems. Identifying the results with measured isotope shifts needs the further physical step that the vibrations are harmonic with mass-independent force constants.

```lean
import Mathlib

open Matrix

namespace VibrationalMass

variable {n : ℕ} {K M N V W : Matrix (Fin n) (Fin n) ℝ} {a b : Fin n → ℝ} {c : ℝ}

/-- The columns of `V` are mass-normalized modes of `K x = a M x`, with the eigenvalues `a`
(squared angular frequencies when `K` is a stiffness matrix) in increasing order. -/
structure IsModes (K M : Matrix (Fin n) (Fin n) ℝ) (a : Fin n → ℝ)
    (V : Matrix (Fin n) (Fin n) ℝ) : Prop where
  ordered : Monotone a
  normalized : Vᵀ * M * V = 1
  eigen : K * V = M * V * diagonal a

/-- A quadratic form evaluated on `V p` is the transformed form `Vᵀ A V` evaluated on `p`. -/
lemma form_transform (V A : Matrix (Fin n) (Fin n) ℝ) (p : Fin n → ℝ) :
    (V *ᵥ p) ⬝ᵥ (A *ᵥ (V *ᵥ p)) = p ⬝ᵥ ((Vᵀ * A * V) *ᵥ p) := by
  rw [← Matrix.mulVec_mulVec, ← Matrix.mulVec_mulVec, Matrix.dotProduct_mulVec p Vᵀ,
    Matrix.vecMul_transpose]

/-- In modal coordinates `p` the mass form is `∑ pᵢ²` and the stiffness form is `∑ aᵢ pᵢ²`. -/
theorem IsModes.energy (h : IsModes K M a V) (p : Fin n → ℝ) :
    (V *ᵥ p) ⬝ᵥ (M *ᵥ (V *ᵥ p)) = ∑ i, p i ^ 2 ∧
    (V *ᵥ p) ⬝ᵥ (K *ᵥ (V *ᵥ p)) = ∑ i, a i * p i ^ 2 := by
  have hK : Vᵀ * K * V = diagonal a := by
    rw [Matrix.mul_assoc, h.eigen, ← Matrix.mul_assoc, ← Matrix.mul_assoc, h.normalized,
      Matrix.one_mul]
  rw [form_transform V M p, form_transform V K p, h.normalized, hK]
  constructor
  · simp [dotProduct, pow_two]
  · simp only [dotProduct, Matrix.mulVec_diagonal]
    exact Finset.sum_congr rfl fun i _ => by ring

/-- For every `k` some displacement has unit mass form and stiffness form `a k`. -/
lemma IsModes.unit_mode (h : IsModes K M a V) (k : Fin n) :
    ∃ x : Fin n → ℝ, x ⬝ᵥ (M *ᵥ x) = 1 ∧ x ⬝ᵥ (K *ᵥ x) = a k :=
  ⟨V *ᵥ Pi.single k 1, by rw [(h.energy _).1]; simp [Pi.single_apply, ite_pow],
    by rw [(h.energy _).2]; simp [Pi.single_apply, ite_pow]⟩

/-- For two mass matrices and one stiffness matrix, some displacement with positive mass forms has
a stiffness form at most `a k` times the first and at least `b k` times the second mass form. -/
theorem crossing_displacement (hV : IsModes K M a V) (hW : IsModes K N b W) (k : Fin n) :
    ∃ x : Fin n → ℝ, 0 < x ⬝ᵥ (M *ᵥ x) ∧ 0 < x ⬝ᵥ (N *ᵥ x) ∧
      x ⬝ᵥ (K *ᵥ x) ≤ a k * (x ⬝ᵥ (M *ᵥ x)) ∧
      b k * (x ⬝ᵥ (N *ᵥ x)) ≤ x ⬝ᵥ (K *ᵥ x) := by
  -- `G` turns coordinates in the first set of modes into coordinates in the second
  obtain ⟨G, hG⟩ : ∃ G, G = Wᵀ * N * V := ⟨_, rfl⟩
  let T : Matrix (Fin n) (Fin n) ℝ := Matrix.of fun i j =>
    if i < k then G i j else if i = k then 0 else (1 : Matrix (Fin n) (Fin n) ℝ) i j
  -- row `k` of the system vanishes, so it has a nonzero solution
  have hdet : T.det = 0 := Matrix.det_eq_zero_of_row_eq_zero k (fun j => by simp [T])
  obtain ⟨p, hp, hT⟩ := Matrix.exists_mulVec_eq_zero_iff.mpr hdet
  have hlow : ∀ i, k < i → p i = 0 := fun i hi => by
    simpa [T, Matrix.mulVec, dotProduct, lt_asymm hi, hi.ne', Matrix.one_apply]
      using congrFun hT i
  have hhigh : ∀ i, i < k → (G *ᵥ p) i = 0 := fun i hi => by
    simpa [T, Matrix.mulVec, dotProduct, hi] using congrFun hT i
  have hx : W *ᵥ (G *ᵥ p) = V *ᵥ p := by
    rw [Matrix.mulVec_mulVec, hG, ← Matrix.mul_assoc, mul_eq_one_comm.mp hW.normalized,
      Matrix.one_mul]
  have pos : ∀ r : Fin n → ℝ, r ≠ 0 → 0 < ∑ i, r i ^ 2 := fun r hr => by
    obtain ⟨i, hi⟩ := Function.ne_iff.mp hr
    exact Finset.sum_pos' (fun j _ => sq_nonneg (r j))
      ⟨i, Finset.mem_univ i, pow_pos_of_ne i hi⟩
  have e1 := hV.energy p
  have hq : G *ᵥ p ≠ 0 := fun h0 => by
    have h1 := e1.1
    rw [← hx, h0, Matrix.mulVec_zero, zero_dotProduct] at h1
    linarith [pos p hp]
  have e2 := hW.energy (G *ᵥ p)
  rw [hx] at e2
  refine ⟨V *ᵥ p, by rw [e1.1]; exact pos p hp, by rw [e2.1]; exact pos _ hq, ?_, ?_⟩
  · rw [e1.1, e1.2, Finset.mul_sum]
    refine Finset.sum_le_sum fun i _ => ?_
    rcases le_or_gt i k with hi | hi
    · exact mul_le_mul_of_nonneg_right (hV.ordered hi) (sq_nonneg _)
    · simp [hlow i hi]
  · rw [e2.1, e2.2, Finset.mul_sum]
    refine Finset.sum_le_sum fun i _ => ?_
    rcases lt_or_ge i k with hi | hi
    · simp [hhigh i hi]
    · exact mul_le_mul_of_nonneg_right (hW.ordered hi) (sq_nonneg _)
where
  pow_pos_of_ne {r : Fin n → ℝ} (i : Fin n) (hi : r i ≠ 0) : 0 < r i ^ 2 := by positivity

/-- A positive semidefinite real matrix has a nonnegative quadratic form. -/
lemma form_nonneg (hK : K.PosSemidef) (x : Fin n → ℝ) : 0 ≤ x ⬝ᵥ (K *ᵥ x) := by
  simpa only [star_trivial] using hK.dotProduct_mulVec_nonneg x

/-- With a positive semidefinite stiffness matrix all mode eigenvalues are nonnegative. -/
theorem IsModes.nonneg (h : IsModes K M a V) (hK : K.PosSemidef) (k : Fin n) : 0 ≤ a k := by
  obtain ⟨x, -, hx⟩ := h.unit_mode k
  exact hx ▸ form_nonneg hK x

/-- Added mass never raises an eigenvalue: if `K` is positive semidefinite and `M ≤ N ≤ c M`,
the ordered eigenvalues satisfy `a k / c ≤ b k ≤ a k`. -/
theorem added_mass_bounds (hK : K.PosSemidef) (hMN : (N - M).PosSemidef)
    (hNM : (c • M - N).PosSemidef) (hV : IsModes K M a V) (hW : IsModes K N b W) (k : Fin n) :
    a k / c ≤ b k ∧ b k ≤ a k := by
  constructor
  · obtain ⟨x, hn, hm, h1, h2⟩ := crossing_displacement hW hV k
    have h3 := form_nonneg hNM x
    rw [Matrix.sub_mulVec, dotProduct_sub, Matrix.smul_mulVec, dotProduct_smul,
      smul_eq_mul] at h3
    have hc : 0 < c := by
      by_contra h
      nlinarith
    have h4 := mul_le_mul_of_nonneg_left (sub_nonneg.mp h3) (hW.nonneg hK k)
    rw [div_le_iff₀ hc]
    exact le_of_mul_le_mul_right (by linarith) hm
  · obtain ⟨x, hm, hn, h1, h2⟩ := crossing_displacement hV hW k
    have h3 := form_nonneg hMN x
    rw [Matrix.sub_mulVec, dotProduct_sub] at h3
    have h4 := mul_le_mul_of_nonneg_left (sub_nonneg.mp h3) (hV.nonneg hK k)
    exact le_of_mul_le_mul_right (by linarith) hn

/-- For positive semidefinite `K` and `M ≤ N ≤ c M`, each ordered frequency (the square root of
the eigenvalue) does not rise, and falls at most by the factor `√c`. -/
theorem frequency_bounds (hK : K.PosSemidef) (hMN : (N - M).PosSemidef)
    (hNM : (c • M - N).PosSemidef) (hV : IsModes K M a V) (hW : IsModes K N b W) (k : Fin n) :
    √(a k) / √c ≤ √(b k) ∧ √(b k) ≤ √(a k) := by
  obtain ⟨h1, h2⟩ := added_mass_bounds hK hMN hNM hV hW k
  rw [← Real.sqrt_div (hV.nonneg hK k)]
  exact ⟨Real.sqrt_le_sqrt h1, Real.sqrt_le_sqrt h2⟩

/-- If `M` and `c M` both have normalized modes with the same `K` (which forces `c > 0`), the
ordered eigenvalues for `c M` are those for `M` divided by `c`. -/
theorem uniform_scaling (hV : IsModes K M a V) (hW : IsModes K (c • M) b W) (k : Fin n) :
    b k = a k / c := by
  obtain ⟨x, hm, hn, h1, h2⟩ := crossing_displacement hV hW k
  obtain ⟨y, -, hm', h3, h4⟩ := crossing_displacement hW hV k
  rw [Matrix.smul_mulVec, dotProduct_smul, smul_eq_mul] at hn h2 h3
  have hc : 0 < c := by
    by_contra h
    nlinarith
  rw [eq_div_iff hc.ne']
  exact le_antisymm (le_of_mul_le_mul_right (by linarith) hm)
    (le_of_mul_le_mul_right (by linarith) hm')

/-- The ordered eigenvalues are determined by the stiffness and mass matrices alone. -/
theorem eigenvalues_unique (hV : IsModes K M a V) (hW : IsModes K M b W) : a = b := by
  funext k
  have h := uniform_scaling (c := 1) hV (by rwa [one_smul]) k
  rw [h, div_one]

/-- A real symmetric matrix has a complete set of ordered modes for the unit mass matrix. -/
lemma exists_modes_unit_mass (hK : K.IsHermitian) : ∃ d U, IsModes K 1 d U := by
  let σ := Tuple.sort hK.eigenvalues
  refine ⟨hK.eigenvalues ∘ σ, Matrix.of fun i j => (hK.eigenvectorBasis (σ j)).ofLp i,
    Tuple.monotone_sort _, ?_, ?_⟩
  · rw [Matrix.mul_one]
    ext i j
    have h := orthonormal_iff_ite.mp hK.eigenvectorBasis.orthonormal (σ i) (σ j)
    simp only [σ.injective.eq_iff] at h
    rw [PiLp.inner_apply] at h
    rw [Matrix.mul_apply, Matrix.one_apply, ← h]
    exact Finset.sum_congr rfl fun l _ => by simp [mul_comm]
  · rw [Matrix.one_mul]
    ext i j
    rw [Matrix.mul_diagonal]
    have h := congrFun (hK.mulVec_eigenvectorBasis (σ j)) i
    exact h.trans (mul_comm (hK.eigenvalues (σ j)) ((hK.eigenvectorBasis (σ j)).ofLp i))

/-- Every symmetric `K` and positive definite `M` have a complete set of ordered modes. -/
theorem exists_modes (hK : K.IsHermitian) (hM : M.PosDef) : ∃ a V, IsModes K M a V := by
  -- first find coordinates in which the mass matrix is the identity
  obtain ⟨S, hS⟩ : ∃ S : Matrix (Fin n) (Fin n) ℝ, Sᵀ * M * S = 1 := by
    obtain ⟨d, U, hU⟩ := exists_modes_unit_mass hM.isHermitian
    have hd : ∀ i, 0 < d i := fun i => by
      obtain ⟨x, hx1, hxd⟩ := hU.unit_mode i
      have hx0 : x ≠ 0 := by
        rintro rfl
        simp at hx1
      simpa only [star_trivial, hxd] using hM.dotProduct_mulVec_pos hx0
    have hUM : Uᵀ * (M * U) = diagonal d := by
      have h := hU.normalized
      rw [Matrix.mul_one] at h
      rw [hU.eigen, Matrix.one_mul, ← Matrix.mul_assoc, h, Matrix.one_mul]
    let D : Matrix (Fin n) (Fin n) ℝ := diagonal fun i => (√(d i))⁻¹
    refine ⟨U * D, ?_⟩
    calc (U * D)ᵀ * M * (U * D) = D * (Uᵀ * (M * U)) * D := by
          rw [Matrix.transpose_mul, Matrix.diagonal_transpose]
          simp only [D, Matrix.mul_assoc]
      _ = 1 := by
          rw [hUM, Matrix.diagonal_mul_diagonal, Matrix.diagonal_mul_diagonal,
            ← Matrix.diagonal_one]
          refine congrArg Matrix.diagonal (funext fun i => ?_)
          have hs := (Real.sqrt_pos.mpr (hd i)).ne'
          calc (√(d i))⁻¹ * d i * (√(d i))⁻¹
              = (√(d i))⁻¹ * (√(d i) * √(d i)) * (√(d i))⁻¹ := by
                rw [Real.mul_self_sqrt (hd i).le]
            _ = 1 := by field_simp
  -- then diagonalize the stiffness matrix in these coordinates
  have hA := Matrix.isHermitian_conjTranspose_mul_mul S hK
  rw [Matrix.conjTranspose_eq_transpose_of_trivial] at hA
  obtain ⟨e, Q, hQ⟩ := exists_modes_unit_mass hA
  have hinv : M * S * Sᵀ = 1 := mul_eq_one_comm.mp (by rw [← Matrix.mul_assoc, hS])
  refine ⟨e, S * Q, hQ.ordered, ?_, ?_⟩
  · calc (S * Q)ᵀ * M * (S * Q) = Qᵀ * (Sᵀ * M * S) * Q := by
          rw [Matrix.transpose_mul]
          simp only [Matrix.mul_assoc]
      _ = 1 := by rw [hS, hQ.normalized]
  · calc K * (S * Q) = M * S * Sᵀ * (K * (S * Q)) := by rw [hinv, Matrix.one_mul]
      _ = M * S * (Sᵀ * K * S * Q) := by simp only [Matrix.mul_assoc]
      _ = M * S * (1 * Q * diagonal e) := by rw [hQ.eigen]
      _ = M * (S * Q) * diagonal e := by simp only [Matrix.one_mul, Matrix.mul_assoc]

end VibrationalMass
```

```lean
#print axioms VibrationalMass.added_mass_bounds
#print axioms VibrationalMass.frequency_bounds
#print axioms VibrationalMass.eigenvalues_unique
#print axioms VibrationalMass.exists_modes
```

```
'VibrationalMass.added_mass_bounds' depends on axioms: [propext, Classical.choice, Quot.sound]
'VibrationalMass.frequency_bounds' depends on axioms: [propext, Classical.choice, Quot.sound]
'VibrationalMass.eigenvalues_unique' depends on axioms: [propext, Classical.choice, Quot.sound]
'VibrationalMass.exists_modes' depends on axioms: [propext, Classical.choice, Quot.sound]
```

### From the singular system to the bounds

`form_transform` and `IsModes.energy` are the change to modal coordinates; `unit_mode` picks out one mode, and `IsModes.nonneg` deduces $a_k\ge0$.

`crossing_displacement` constructs the shared displacement. The $n-1$ conditions become rows of a square matrix `T`: rows of `G` for $i<k$, rows of the identity for $i>k$, and a zero row at $k$. Its determinant vanishes, so a nonzero `p` with $Tp=0$ exists. `hlow` and `hhigh` read off the vanishing coordinates, `hx` is $Wq=Vp$, and the sums are then compared term by term.

`added_mass_bounds` uses this lemma once in each order. `nlinarith` obtains $c>0$ from $N\le cM$ and the positive mass forms, and `le_of_mul_le_mul_right` cancels the common mass form. `frequency_bounds` takes square roots. `uniform_scaling` needs no sign condition on `K`, and its case $c=1$ is uniqueness.

For existence, `exists_modes_unit_mass` sorts the orthonormal eigenvectors of a symmetric matrix. Applied to `M`, it gives $U^TMU=\mathrm{diag}(d)$ with every $d_i>0$, so $S=U\,\mathrm{diag}(d_i^{-1/2})$ satisfies $S^TMS=1$. Applied to $S^TKS$, it gives an orthogonal $Q$ and eigenvalues $e$. Then $V=SQ$ is normalized, and $MSS^T=1$ yields

$$KSQ=MS(S^TKS)Q=MSQ\,\mathrm{diag}(e).$$

### Isotopes and heavier atoms in simulations

For a finite harmonic system with fixed force constants, the bounds limit isotope shifts in normal-mode analysis and show that adding mass in molecular dynamics can't raise the highest frequency, which limits the time step. Moving mass from one atom to another violates $M\le N$, so the upper bound doesn't apply there.
